# In an undamped model of free electrons and one bound transition, the two plasmon energies lie on either side of the valence plasma energy

## Does one satellite stay at the valence plasma energy?

A core-level photoemission line of a simple metal is followed by a satellite, displaced by the energy of the plasmon that the photoelectron and core hole excite. In my material the valence electron density gives a plasma energy of 15 eV, but there is also a bound transition at 12 eV. I described it by adding one undamped oscillator to the free-electron dielectric function, and expected the 15 eV plasmon to survive with an extra loss at 12 eV. My plot of the dielectric function has no zero at either energy. Is that an accident of my parameters, and could one of the two losses vanish for other values?

## No: one moves below both input energies, the other above both

It is no accident. Write $p$ for the valence-only plasma energy, $b$ for the bound transition energy and $f$ for its strength, an energy squared. Strength that is counted in $f$ must not be counted in $p^2$ as well. At loss energy $w$ your model is

$$\varepsilon(w)=1-\frac{p^2}{w^2}-\frac{f}{w^2-b^2}.$$

For $p,b,f>0$ it has exactly two positive zeros, $L<\min(p,b)$ and $U>\max(p,b)$, and both carry positive strength in $1/\varepsilon$. The energy $b$ is a pole of $\varepsilon$, where the medium absorbs light; plasmons sit at the zeros. For core-level spectra this means that a satellite should not be assigned by matching it to $p$ alone, as far as free electrons and one bound transition, without damping or momentum dependence, describe the medium.

**The two energies.** For $w>0$ and $w\neq b$, multiply $\varepsilon(w)=0$ by $w^2(w^2-b^2)$:

$$w^4-(p^2+b^2+f)\,w^2+p^2b^2=0.$$

This is a quadratic in $w^2$. If its roots are $L^2$ and $U^2$, with $0<L<U$, then

$$LU=pb,\qquad L^2+U^2=p^2+b^2+f.$$

Adding or subtracting $2LU=2pb$ gives $(U\pm L)^2=(p\pm b)^2+f$, and therefore

$$L,U=\tfrac12\left(\sqrt{(p+b)^2+f}\mp\sqrt{(p-b)^2+f}\right).$$

Conversely, these expressions satisfy both relations, so the quadratic factorises and

$$\varepsilon(w)=\frac{(w^2-L^2)(w^2-U^2)}{w^2(w^2-b^2)}.$$

**Their position.** Since $(p+b)^2>(p-b)^2$, we have $L>0$. Since $f>0$, the two square roots exceed $p+b$ and $|p-b|$, so

$$U>\tfrac12\left(p+b+|p-b|\right)=\max(p,b).$$

Then $L=pb/U<pb/\max(p,b)=\min(p,b)$. Neither zero is at $p$ or at $b$. Their separation is $U-L=\sqrt{(p-b)^2+f}\ge\sqrt f$, so they stay apart even when $p=b$.

**Their strengths.** Energy loss is governed by $1/\varepsilon$. Inverting the factorised form and taking partial fractions in $w^2$ gives

$$\frac1{\varepsilon(w)}=1+\frac{S_L}{w^2-L^2}+\frac{S_U}{w^2-U^2},$$

$$S_L=\frac{L^2(b^2-L^2)}{U^2-L^2},\qquad S_U=\frac{U^2(U^2-b^2)}{U^2-L^2}.$$

Both are positive because $L<b<U$. The sum of the numerators is $(U^2-L^2)(U^2+L^2-b^2)$, so $S_L+S_U=U^2+L^2-b^2=p^2+f$.

**Your numbers.** Take $p=15$ eV, $b=12$ eV and, for round results, $f=55$ eV². The square roots are $\sqrt{729+55}=28$ and $\sqrt{9+55}=8$, so $L=10$ eV and $U=18$ eV. Directly, $\varepsilon(10\text{ eV})=1-2.25+1.25=0$. The strengths are $S_L=100\cdot44/224\approx19.6$ eV² and $S_U=324\cdot180/224\approx260.4$ eV², with sum $280=225+55$. The lower satellite is present but much the weaker in this measure.

Here is the argument in Lean 4 with Mathlib.

```lean
import Mathlib

open Real

namespace PlasmonSatelliteSplitting

noncomputable section

/-- Model dielectric function at energy `w` of free electrons with plasma energy `p` and a bound
transition of energy `b` and strength `f`. Its domain is `w ≠ 0`, `w ^ 2 ≠ b ^ 2`. -/
def dielectric (p b f w : ℝ) : ℝ := 1 - p ^ 2 / w ^ 2 - f / (w ^ 2 - b ^ 2)

/-- Closed form for the energy of the lower plasmon satellite. -/
def lowerPlasmon (p b f : ℝ) : ℝ := (√((p + b) ^ 2 + f) - √((p - b) ^ 2 + f)) / 2

/-- Closed form for the energy of the upper plasmon satellite. -/
def upperPlasmon (p b f : ℝ) : ℝ := (√((p + b) ^ 2 + f) + √((p - b) ^ 2 + f)) / 2

/-- Without the bound transition (`f = 0`), the only positive zero of the dielectric function
is the plasma energy `p > 0`. -/
theorem free_electron_zero_iff {p w : ℝ} (b : ℝ) (hp : 0 < p) (hw : 0 < w) :
    dielectric p b 0 w = 0 ↔ w = p := by
  simp only [dielectric, zero_div, sub_zero]
  rw [sub_eq_zero, eq_div_iff (pow_pos hw 2).ne', one_mul, sq_eq_sq₀ hw.le hp.le]

/-- For `f ≥ 0` the product of the two satellite energies is `p * b`, and the sum of their
squares is `p ^ 2 + b ^ 2 + f`. -/
theorem plasmon_relations (p b : ℝ) {f : ℝ} (hf : 0 ≤ f) :
    lowerPlasmon p b f * upperPlasmon p b f = p * b ∧
      lowerPlasmon p b f ^ 2 + upperPlasmon p b f ^ 2 = p ^ 2 + b ^ 2 + f := by
  have h1 := Real.sq_sqrt (show 0 ≤ (p + b) ^ 2 + f by positivity)
  have h2 := Real.sq_sqrt (show 0 ≤ (p - b) ^ 2 + f by positivity)
  unfold lowerPlasmon upperPlasmon
  constructor
  · linear_combination (h1 - h2) / 4
  · linear_combination (h1 + h2) / 2

/-- For `p, b, f > 0` the lower satellite energy is positive and lies below both `p` and `b`,
and the upper one lies above both. -/
theorem plasmon_bounds {p b f : ℝ} (hp : 0 < p) (hb : 0 < b) (hf : 0 < f) :
    0 < lowerPlasmon p b f ∧ lowerPlasmon p b f < min p b ∧
      max p b < upperPlasmon p b f := by
  have h1 : p + b < √((p + b) ^ 2 + f) := Real.lt_sqrt_of_sq_lt (by linarith)
  have h2 : |p - b| < √((p - b) ^ 2 + f) :=
    Real.lt_sqrt_of_sq_lt (by rw [sq_abs]; linarith)
  have h3 : √((p - b) ^ 2 + f) < √((p + b) ^ 2 + f) :=
    Real.sqrt_lt_sqrt (by positivity) (by nlinarith [mul_pos hp hb])
  have hL : 0 < lowerPlasmon p b f := by unfold lowerPlasmon; linarith
  have hUp : p < upperPlasmon p b f := by
    unfold upperPlasmon; linarith [le_abs_self (p - b)]
  have hUb : b < upperPlasmon p b f := by
    unfold upperPlasmon; linarith [neg_le_abs (p - b)]
  have hU : 0 < upperPlasmon p b f := hp.trans hUp
  -- the fixed product `p * b` turns lower bounds on one energy into upper bounds on the other
  have hm := (plasmon_relations p b hf.le).1
  refine ⟨hL, lt_min ?_ ?_, max_lt hUp hUb⟩
  · by_contra h
    nlinarith [mul_nonneg (sub_nonneg.2 (not_lt.1 h)) hU.le, mul_pos hp (sub_pos.2 hUb)]
  · by_contra h
    nlinarith [mul_nonneg (sub_nonneg.2 (not_lt.1 h)) hU.le, mul_pos hb (sub_pos.2 hUp)]

/-- For `b > 0`, `f ≥ 0` and positive `w ≠ b`, the dielectric function factorises through the
two satellite energies. -/
theorem dielectric_factor (p : ℝ) {b f w : ℝ} (hb : 0 < b) (hf : 0 ≤ f) (hw : 0 < w)
    (hwb : w ≠ b) :
    dielectric p b f w = (w ^ 2 - lowerPlasmon p b f ^ 2) * (w ^ 2 - upperPlasmon p b f ^ 2) /
      (w ^ 2 * (w ^ 2 - b ^ 2)) := by
  have h1 : w ^ 2 ≠ 0 := (pow_pos hw 2).ne'
  have h2 : w ^ 2 - b ^ 2 ≠ 0 :=
    sub_ne_zero.2 fun h => hwb ((sq_eq_sq₀ hw.le hb.le).1 h)
  obtain ⟨hm, hs⟩ := plasmon_relations p b hf
  have e1 : p ^ 2 / w ^ 2 * w ^ 2 = p ^ 2 := div_mul_cancel₀ _ h1
  have e2 : f / (w ^ 2 - b ^ 2) * (w ^ 2 - b ^ 2) = f := div_mul_cancel₀ _ h2
  rw [dielectric, eq_div_iff (mul_ne_zero h1 h2)]
  linear_combination -(w ^ 2 - b ^ 2) * e1 - w ^ 2 * e2 + w ^ 2 * hs -
    (lowerPlasmon p b f * upperPlasmon p b f + p * b) * hm

/-- For `p, b, f > 0` the dielectric function has exactly two positive zeros away from its pole
at `b`: one below both `p` and `b`, the other above both. -/
theorem plasmon_splits_in_two {p b f : ℝ} (hp : 0 < p) (hb : 0 < b) (hf : 0 < f) :
    {w : ℝ | 0 < w ∧ w ≠ b ∧ dielectric p b f w = 0} =
        {lowerPlasmon p b f, upperPlasmon p b f} ∧
      lowerPlasmon p b f < min p b ∧ max p b < upperPlasmon p b f := by
  obtain ⟨hL, hLm, hUm⟩ := plasmon_bounds hp hb hf
  have hLb := (lt_min_iff.1 hLm).2
  have hUb := (max_lt_iff.1 hUm).2
  have hU := hb.trans hUb
  refine ⟨?_, hLm, hUm⟩
  ext w
  constructor
  · rintro ⟨hw, hwb, h⟩
    have h2 : w ^ 2 - b ^ 2 ≠ 0 :=
      sub_ne_zero.2 fun h => hwb ((sq_eq_sq₀ hw.le hb.le).1 h)
    rw [dielectric_factor p hb hf.le hw hwb, div_eq_zero_iff] at h
    rcases h with h | h
    · rcases mul_eq_zero.1 h with h | h
      · exact Or.inl ((sq_eq_sq₀ hw.le hL.le).1 (sub_eq_zero.1 h))
      · exact Or.inr ((sq_eq_sq₀ hw.le hU.le).1 (sub_eq_zero.1 h))
    · exact absurd h (mul_ne_zero (pow_pos hw 2).ne' h2)
  · rintro (rfl | rfl)
    · refine ⟨hL, hLb.ne, ?_⟩
      rw [dielectric_factor p hb hf.le hL hLb.ne, sub_self, zero_mul, zero_div]
    · refine ⟨hU, hUb.ne', ?_⟩
      rw [dielectric_factor p hb hf.le hU hUb.ne', sub_self, mul_zero, zero_div]

/-- The satellites are separated by `√((p - b) ^ 2 + f)`, which is at least `√f`. -/
theorem satellite_separation (p b f : ℝ) :
    upperPlasmon p b f - lowerPlasmon p b f = √((p - b) ^ 2 + f) ∧
      √f ≤ upperPlasmon p b f - lowerPlasmon p b f := by
  have h : upperPlasmon p b f - lowerPlasmon p b f = √((p - b) ^ 2 + f) := by
    unfold upperPlasmon lowerPlasmon; ring
  refine ⟨h, ?_⟩
  rw [h]
  exact Real.sqrt_le_sqrt (by linarith [sq_nonneg (p - b)])

/-- Strength of the lower satellite in the inverse dielectric function, defined where the squares
of the two satellite energies differ. -/
def lowerStrength (p b f : ℝ) : ℝ :=
  lowerPlasmon p b f ^ 2 * (b ^ 2 - lowerPlasmon p b f ^ 2) /
    (upperPlasmon p b f ^ 2 - lowerPlasmon p b f ^ 2)

/-- Strength of the upper satellite in the inverse dielectric function, defined where the squares
of the two satellite energies differ. -/
def upperStrength (p b f : ℝ) : ℝ :=
  upperPlasmon p b f ^ 2 * (upperPlasmon p b f ^ 2 - b ^ 2) /
    (upperPlasmon p b f ^ 2 - lowerPlasmon p b f ^ 2)

/-- For `p, b, f > 0` and positive `w` different from `b` and from both satellite energies, the
inverse dielectric function is one plus a pole term in `w ^ 2` for each satellite. -/
theorem inverse_dielectric_poles {p b f w : ℝ} (hp : 0 < p) (hb : 0 < b) (hf : 0 < f)
    (hw : 0 < w) (hwb : w ≠ b) (hwL : w ≠ lowerPlasmon p b f) (hwU : w ≠ upperPlasmon p b f) :
    1 / dielectric p b f w = 1 + lowerStrength p b f / (w ^ 2 - lowerPlasmon p b f ^ 2) +
      upperStrength p b f / (w ^ 2 - upperPlasmon p b f ^ 2) := by
  obtain ⟨hL, hLm, hUm⟩ := plasmon_bounds hp hb hf
  have hLU := (lt_min_iff.1 hLm).2.trans (max_lt_iff.1 hUm).2
  have hU := hL.trans hLU
  -- partial fractions in the squared energy
  have key : ∀ x y z c : ℝ, x - y ≠ 0 → x - z ≠ 0 → z - y ≠ 0 →
      x * (x - c) / ((x - y) * (x - z)) =
        1 + y * (c - y) / (z - y) / (x - y) + z * (z - c) / (z - y) / (x - z) := by
    intro x y z c h1 h2 h3
    field_simp
    ring
  rw [dielectric_factor p hb hf.le hw hwb, one_div_div]
  exact key _ _ _ _
    (sub_ne_zero.2 fun h => hwL ((sq_eq_sq₀ hw.le hL.le).1 h))
    (sub_ne_zero.2 fun h => hwU ((sq_eq_sq₀ hw.le hU.le).1 h))
    (sub_ne_zero.2 fun h => hLU.ne' ((sq_eq_sq₀ hU.le hL.le).1 h))

/-- For `p, b, f > 0` both satellites have positive strength, and the strengths add up to
`p ^ 2 + f`. -/
theorem satellite_sum_rule {p b f : ℝ} (hp : 0 < p) (hb : 0 < b) (hf : 0 < f) :
    0 < lowerStrength p b f ∧ 0 < upperStrength p b f ∧
      lowerStrength p b f + upperStrength p b f = p ^ 2 + f := by
  obtain ⟨hL, hLm, hUm⟩ := plasmon_bounds hp hb hf
  have hLb := (lt_min_iff.1 hLm).2
  have hUb := (max_lt_iff.1 hUm).2
  have h1 : 0 < b ^ 2 - lowerPlasmon p b f ^ 2 := by nlinarith
  have h2 : 0 < upperPlasmon p b f ^ 2 - b ^ 2 := by nlinarith
  have hd : 0 < upperPlasmon p b f ^ 2 - lowerPlasmon p b f ^ 2 := by linarith
  have hs := (plasmon_relations p b hf.le).2
  refine ⟨div_pos (mul_pos (pow_pos hL 2) h1) hd,
    div_pos (mul_pos (pow_pos (hb.trans hUb) 2) h2) hd, ?_⟩
  rw [lowerStrength, upperStrength, ← add_div, div_eq_iff hd.ne']
  linear_combination (upperPlasmon p b f ^ 2 - lowerPlasmon p b f ^ 2) * hs

end

end PlasmonSatelliteSplitting
```

```lean
#print axioms PlasmonSatelliteSplitting.free_electron_zero_iff
-- 'PlasmonSatelliteSplitting.free_electron_zero_iff' depends on axioms: [propext, Classical.choice, Quot.sound]
#print axioms PlasmonSatelliteSplitting.plasmon_splits_in_two
-- 'PlasmonSatelliteSplitting.plasmon_splits_in_two' depends on axioms: [propext, Classical.choice, Quot.sound]
#print axioms PlasmonSatelliteSplitting.inverse_dielectric_poles
-- 'PlasmonSatelliteSplitting.inverse_dielectric_poles' depends on axioms: [propext, Classical.choice, Quot.sound]
#print axioms PlasmonSatelliteSplitting.satellite_sum_rule
-- 'PlasmonSatelliteSplitting.satellite_sum_rule' depends on axioms: [propext, Classical.choice, Quot.sound]
```

**What the statements say.** `dielectric p b f w` is $\varepsilon(w)$ with all four quantities real, and `lowerPlasmon` and `upperPlasmon` are the closed forms for $L$ and $U$. The main theorem, `plasmon_splits_in_two`, takes `0 < p`, `0 < b` and `0 < f`: there are free carriers, the transition has a nonzero energy, and it absorbs. It says that the set of positive $w\ne b$ with $\varepsilon(w)=0$ equals $\{L,U\}$, and that $L<\min(p,b)$ and $\max(p,b)<U$. These inequalities make the two elements distinct. The condition `w ≠ b` is written out because Lean sets division by zero to zero, which would make the pole look like a zero when $p=b$.

`free_electron_zero_iff` is the reference case: with $f=0$ the only positive zero is $p$. `satellite_separation` gives the splitting and its lower bound. `inverse_dielectric_poles` is the partial-fraction formula at positive $w$ other than $b$, $L$ and $U$, and `satellite_sum_rule` states that `lowerStrength` and `upperStrength` are positive and add up to $p^2+f$.

The model has no damping, no plasmon dispersion and only one bound transition. The strengths are residues in the variable $w^2$. They are not photoemission intensities, which also depend on how the core hole and the outgoing electron couple to each plasmon.

**How the Lean proofs run.** `plasmon_relations` starts from the squares of the two square roots, `h1` and `h2`. A quarter of their difference gives $LU=pb$, and half their sum gives $L^2+U^2$; `linear_combination` does this algebra.

`plasmon_bounds` locates the energies. Its `h1` and `h2` are the bounds by $p+b$ and $|p-b|$, and `h3` compares the two roots, which gives $L>0$. The bounds $U>p$ and $U>b$ follow by using $|p-b|\ge\pm(p-b)$. For the upper bounds on $L$, the division by $U$ is replaced by a contradiction: if $L\ge p$, then $LU\ge pU>pb$, against the fixed product. The case $L\ge b$ is the same with $p$ and $b$ exchanged.

`dielectric_factor` clears the denominators, with `e1` and `e2` cancelling them in the two fractions, and then inserts the sum and product relations. In `plasmon_splits_in_two`, one direction takes a zero of $\varepsilon$, uses this factorisation to get $w^2=L^2$ or $w^2=U^2$, and removes the squares because all energies are positive. The other direction substitutes $L$ and $U$ into the factorised form, where one factor vanishes.

For the free-electron case, clearing the denominator leaves $w^2=p^2$. In `satellite_separation`, subtracting the closed forms gives the splitting, and monotonicity of the square root gives the bound.

In `inverse_dielectric_poles`, the auxiliary identity `key` is the partial-fraction decomposition for general $x,y,z,c$, proved by `field_simp` and `ring`. It is then applied with $x=w^2$, $y=L^2$, $z=U^2$ and $c=b^2$. `satellite_sum_rule` gets the signs of $b^2-L^2$ and $U^2-b^2$ from `plasmon_bounds`, puts the strengths over their common denominator, and finishes with the relation for $L^2+U^2$.
